# Between the poles and off the equator, sectoral seeds stay positive but tend to zero with increasing order

Fix a polar angle $\theta$ with $0<\theta<\pi$ and $\theta\neq\pi/2$, and define the sectoral seeds $p_m$ by

$$
p_0=1,\qquad p_{m+1}=\sqrt{\frac{2m+3}{2m+2}}\,\sin\theta\;p_m\qquad(m\ge 0).
$$

Then for every order $m\ge 0$

$$
0<p_m^2\le\sqrt{2m+1}\,\sin^{2m}\theta ,
$$

and $p_m\to 0$ as $m\to\infty$. No seed vanishes, yet for any given positive threshold all seeds from some order on lie below it.

Up to sign, $p_m$ is $\sqrt{4\pi}$ times the factor that multiplies $e^{im\phi}$ in the complex spherical harmonic with degree and order both equal to $m$, where $\phi$ is the azimuthal angle and the harmonic has norm 1 on the sphere. Programs that evaluate spherical harmonics often start from these numbers. At any fixed angle between the poles and off the equator, the result shows that the exact seeds eventually fall below the smallest positive number of a given floating-point format, which then cannot represent them.

## The square splits into a weight and a power of the sine

Squaring the recursion removes the root. Each step multiplies $p_m^2$ by $\frac{2m+3}{2m+2}\sin^2\theta$, so

$$
p_m^2=W_m\sin^{2m}\theta,\qquad W_m=\prod_{k=0}^{m-1}\frac{2k+3}{2k+2},
$$

with $W_0=1$ as the empty product. The weight $W_m$ does not depend on the angle, and its growth is slow:

$$
m+1\le W_m^2\le 2m+1 .
$$

At $m=0$ all three terms equal 1. Suppose the bounds hold at $m$. Since $W_{m+1}^2=W_m^2\,(2m+3)^2/(2m+2)^2$, the lower bound gives

$$
W_{m+1}^2\ge\frac{(m+1)(2m+3)^2}{4(m+1)^2}=\frac{4m^2+12m+9}{4(m+1)}\ge\frac{4m^2+12m+8}{4(m+1)}=m+2 .
$$

For the upper bound, $(2m+1)(2m+3)=4m^2+8m+3\le(2m+2)^2$, and therefore

$$
W_{m+1}^2\le\frac{(2m+1)(2m+3)^2}{(2m+2)^2}\le 2m+3 .
$$

Taking roots and multiplying by $\sin^{2m}\theta\ge 0$ yields, at every angle,

$$
\sqrt{m+1}\,\sin^{2m}\theta\le p_m^2\le\sqrt{2m+1}\,\sin^{2m}\theta .
$$

## Normalisation, decay and the equator

Let $I_m=\int_0^\pi\sin^{2m+1}\theta\,d\theta$, so that $I_0=2$. Integrating by parts, with vanishing boundary terms,

$$
I_{m+1}=(2m+2)\int_0^\pi\sin^{2m+1}\theta\cos^2\theta\,d\theta=(2m+2)(I_m-I_{m+1}),
$$

which gives $I_{m+1}=\frac{2m+2}{2m+3}I_m$. The factors are the reciprocals of those in $W_m$, so $W_mI_m=2$ and

$$
\int_0^\pi p_m^2\sin\theta\,d\theta=2
$$

for every $m$. The decay at a fixed angle is therefore not a loss of norm: the functions concentrate around the equator.

Between the poles $\sin\theta>0$, so every factor in the recursion is positive and $p_m>0$. Off the equator $\cos\theta\neq 0$, so $r=\sin^2\theta=1-\cos^2\theta<1$. Because $\sqrt{2m+1}\le 2m+1$,

$$
0<p_m^2\le 2m\,r^m+r^m\to 0,
$$

and continuity of the square root gives $p_m\to 0$. On the equator $\sin\theta=1$, and the lower bound reads $p_m\ge(m+1)^{1/4}$. There the seeds diverge, which is why $\theta=\pi/2$ is excluded from the limit.

## A zero seed wipes out a whole column of harmonics

A common evaluation scheme fixes the order $m$, computes $p_m$, and climbs in the degree $\ell$ by a linear recursion whose first step multiplies the seed by $\sqrt{2m+3}\cos\theta$. If the seed has been rounded to zero, every later value at that order is zero too, although the true functions at larger $\ell$ need not be small.

Take $\sin\theta=0.1$ and $m=330$. The upper bound gives $p_m\le 661^{1/4}\cdot 10^{-330}<10^{-329}$, while the smallest positive double-precision number is about $5\cdot10^{-324}$. A remedy is to store the seed as a mantissa with a separate exponent, or to compute

$$
\ln p_m=\tfrac12\ln W_m+m\ln\sin\theta ,
$$

and to run the linear recursion on rescaled values, restoring the scale when the result is representable.

## The recursion and its weight in Lean

The development works with real numbers throughout; rounding is not modelled.

```lean
import Mathlib

open Real Filter Topology

namespace SectoralSeeds
```

The function `sectoral θ m` is $p_m$. Its angle is an arbitrary real number, and the restriction to a range of angles enters only as a hypothesis of the theorems that need it. The recursive clause defines the seed at `m + 1`, which keeps the denominator positive. The definition includes no azimuthal phase and no factor $(-1)^m$.

```lean
/-- The sectoral seed `p_m` at polar angle `θ`: `p_0 = 1`, and each step from `m` to `m + 1`
multiplies by `√((2(m+1)+1)/(2(m+1))) sin θ`. -/
noncomputable def sectoral (θ : ℝ) : ℕ → ℝ
  | 0 => 1
  | m + 1 => Real.sqrt ((2 * ((m : ℝ) + 1) + 1) / (2 * ((m : ℝ) + 1))) * sin θ * sectoral θ m
```

The weight $W_m$ is a product over `Finset.range m`, that is, over $k=0,\dots,m-1$, with the same factors as above.

```lean
/-- The angle-independent weight of the squared seed, the product of `(2k+1)/(2k)` over
`k = 1, …, m`. -/
noncomputable def seedWeight (m : ℕ) : ℝ :=
  ∏ k ∈ Finset.range m, (2 * (k : ℝ) + 3) / (2 * (k : ℝ) + 2)
```

The factorisation $p_m^2=W_m\sin^{2m}\theta$ holds for every real angle. The proof is an induction in which `Real.sq_sqrt` removes the root, using the nonnegativity of the quotient, and `Finset.prod_range_succ` splits off the last factor of the weight.

```lean
/-- The squared seed is its weight times `sin θ` to the power `2m`. -/
theorem sectoral_sq (θ : ℝ) (m : ℕ) :
    sectoral θ m ^ 2 = seedWeight m * sin θ ^ (2 * m) := by
  induction m with
  | zero => simp [sectoral, seedWeight]
  | succ m ih =>
    have h : 0 ≤ (2 * ((m : ℝ) + 1) + 1) / (2 * ((m : ℝ) + 1)) := by positivity
    have e : seedWeight (m + 1) = seedWeight m * ((2 * (m : ℝ) + 3) / (2 * (m : ℝ) + 2)) :=
      Finset.prod_range_succ _ _
    have e2 : (2 * ((m : ℝ) + 1) + 1) / (2 * ((m : ℝ) + 1))
        = (2 * (m : ℝ) + 3) / (2 * (m : ℝ) + 2) := by
      congr 1 <;> ring
    rw [sectoral, mul_pow, mul_pow, Real.sq_sqrt h, ih, e, e2]
    ring
```

## Two-sided bounds at every angle

The next theorem states $m+1\le W_m^2\le 2m+1$. In the induction step the denominator is cleared, and `nlinarith` receives the induction hypothesis multiplied by $(2m+3)^2$. What remains are the two polynomial comparisons done by hand, each decided by a difference of 1 between the constant terms.

```lean
/-- The square of the weight lies between `m + 1` and `2m + 1`. -/
theorem seedWeight_sq_bounds (m : ℕ) :
    (m : ℝ) + 1 ≤ seedWeight m ^ 2 ∧ seedWeight m ^ 2 ≤ 2 * (m : ℝ) + 1 := by
  induction m with
  | zero => simp [seedWeight]
  | succ m ih =>
    have e : seedWeight (m + 1) = seedWeight m * ((2 * (m : ℝ) + 3) / (2 * (m : ℝ) + 2)) :=
      Finset.prod_range_succ _ _
    have hm : (0 : ℝ) ≤ m := Nat.cast_nonneg m
    rw [e, mul_pow, div_pow, ← mul_div_assoc]
    push_cast
    constructor
    · rw [le_div_iff₀ (by positivity)]
      nlinarith [mul_le_mul_of_nonneg_right ih.1 (sq_nonneg (2 * (m : ℝ) + 3))]
    · rw [div_le_iff₀ (by positivity)]
      nlinarith [mul_le_mul_of_nonneg_right ih.2 (sq_nonneg (2 * (m : ℝ) + 3))]
```

The bounds pass from the weight to the squared seed by taking roots, which needs $W_m>0$, and multiplying by the nonnegative even power of the sine. Since this holds at every angle, the upper estimate in the opening claim does not itself depend on avoiding the equator.

```lean
/-- At every angle the squared seed lies between `√(m+1)` and `√(2m+1)` times `sin θ` to the
power `2m`. -/
theorem sectoral_sq_bounds (θ : ℝ) (m : ℕ) :
    Real.sqrt ((m : ℝ) + 1) * sin θ ^ (2 * m) ≤ sectoral θ m ^ 2 ∧
      sectoral θ m ^ 2 ≤ Real.sqrt (2 * (m : ℝ) + 1) * sin θ ^ (2 * m) := by
  have hW : 0 < seedWeight m := Finset.prod_pos fun k _ => by positivity
  have hs : 0 ≤ sin θ ^ (2 * m) := by
    rw [pow_mul]
    positivity
  obtain ⟨hl, hu⟩ := seedWeight_sq_bounds m
  rw [sectoral_sq]
  exact ⟨mul_le_mul_of_nonneg_right (Real.sqrt_le_iff.2 ⟨hW.le, hl⟩) hs,
    mul_le_mul_of_nonneg_right ((Real.le_sqrt' hW).2 hu) hs⟩
```

## The polar integral equals 2

This theorem fixes the convention: the integral over the polar angle, with the surface factor $\sin\theta$, is 2. Multiplied by the azimuthal range $2\pi$, that corresponds to a squared norm of $4\pi$ on the sphere. The proof takes the value of $I_m$ from Mathlib's `integral_sin_pow_odd`, where the integration by parts has already been carried out, and `hW` shows that the two products cancel factor by factor.

```lean
/-- Every seed has the same norm on the sphere: the integral of `p_m² sin θ` over the polar
angle from `0` to `π` is `2`. -/
theorem sectoral_normalized (m : ℕ) :
    ∫ θ in (0 : ℝ)..π, sectoral θ m ^ 2 * sin θ = 2 := by
  have h : ∀ θ : ℝ, sectoral θ m ^ 2 * sin θ = seedWeight m * sin θ ^ (2 * m + 1) := by
    intro θ
    rw [sectoral_sq]
    ring
  -- the weight is the reciprocal of the product in the odd sine integral
  have hW : seedWeight m *
      ∏ k ∈ Finset.range m, (2 * (k : ℝ) + 2) / (2 * (k : ℝ) + 3) = 1 := by
    unfold seedWeight
    rw [← Finset.prod_mul_distrib]
    refine Finset.prod_eq_one fun k _ => ?_
    rw [div_mul_div_comm, div_eq_one_iff_eq (by positivity)]
    ring
  simp_rw [h]
  rw [intervalIntegral.integral_const_mul, integral_sin_pow_odd]
  linear_combination 2 * hW
```

## Positivity and the limit

The hypotheses `h0` and `hπ` place the point strictly between the poles, where the sine is positive. Induction then makes every seed positive. At a pole this fails from $m=1$ on, because the sine vanishes.

```lean
/-- Strictly between the poles every seed is positive. -/
theorem sectoral_pos {θ : ℝ} (h0 : 0 < θ) (hπ : θ < π) (m : ℕ) : 0 < sectoral θ m := by
  have hs : 0 < sin θ := Real.sin_pos_of_pos_of_lt_pi h0 hπ
  induction m with
  | zero => simp [sectoral]
  | succ m ih =>
    rw [sectoral]
    have hq : 0 < Real.sqrt ((2 * ((m : ℝ) + 1) + 1) / (2 * ((m : ℝ) + 1))) :=
      Real.sqrt_pos.2 (by positivity)
    exact mul_pos (mul_pos hq hs) ih
```

The main theorem joins the bounds for all `m` with the limit, written as `Tendsto (sectoral θ) atTop (𝓝 0)`. The added hypothesis `hne` excludes the equator. It gives $\cos\theta\neq 0$ because the cosine is injective on $[0,\pi]$, and `hr1` is the resulting inequality $\sin^2\theta<1$. The limit `hlim` is that of $2m\,r^m+r^m$, `squeeze_zero` carries it over to $p_m^2$, and continuity of the square root together with positivity carries it to $p_m$.

```lean
/-- Strictly between the poles and off the equator, the squared seeds are nonzero and bounded by
`√(2m+1)` times `sin θ` to the power `2m`, and the seeds tend to zero as `m` grows. -/
theorem sectoral_decay {θ : ℝ} (h0 : 0 < θ) (hπ : θ < π) (hne : θ ≠ π / 2) :
    (∀ m : ℕ, 0 < sectoral θ m ^ 2 ∧
      sectoral θ m ^ 2 ≤ Real.sqrt (2 * (m : ℝ) + 1) * sin θ ^ (2 * m)) ∧
    Tendsto (sectoral θ) atTop (𝓝 0) := by
  refine ⟨fun m => ⟨pow_pos (sectoral_pos h0 hπ m) 2, (sectoral_sq_bounds θ m).2⟩, ?_⟩
  -- off the equator the cosine does not vanish, so `sin² θ < 1`
  have hc : cos θ ≠ 0 := by
    intro h
    apply hne
    apply Real.injOn_cos ⟨h0.le, hπ.le⟩ ⟨by linarith, by linarith⟩
    rw [h, Real.cos_pi_div_two]
  have hr0 : 0 ≤ sin θ ^ 2 := sq_nonneg _
  have hr1 : sin θ ^ 2 < 1 := by
    have hc2 : 0 < cos θ ^ 2 := by positivity
    linarith [Real.sin_sq_add_cos_sq θ]
  -- geometric decay beats linear growth
  have hlim : Tendsto (fun m : ℕ => 2 * ((m : ℝ) * (sin θ ^ 2) ^ m) + (sin θ ^ 2) ^ m)
      atTop (𝓝 0) := by
    have h := ((tendsto_self_mul_const_pow_of_lt_one hr0 hr1).const_mul 2).add
      (tendsto_pow_atTop_nhds_zero_of_lt_one hr0 hr1)
    rwa [mul_zero, add_zero] at h
  have hsq : Tendsto (fun m : ℕ => sectoral θ m ^ 2) atTop (𝓝 0) := by
    refine squeeze_zero (fun m => sq_nonneg _) (fun m => ?_) hlim
    have hm : (0 : ℝ) ≤ m := Nat.cast_nonneg m
    have h1 : Real.sqrt (2 * (m : ℝ) + 1) ≤ 2 * (m : ℝ) + 1 :=
      Real.sqrt_le_iff.2 ⟨by positivity, by nlinarith⟩
    have h2 := (sectoral_sq_bounds θ m).2
    rw [pow_mul] at h2
    have h3 := mul_le_mul_of_nonneg_right h1 (pow_nonneg hr0 m)
    linarith
  have hroot := (Real.continuous_sqrt.tendsto 0).comp hsq
  rw [Real.sqrt_zero] at hroot
  exact hroot.congr fun m => Real.sqrt_sq (sectoral_pos h0 hπ m).le
```

The threshold version follows by unfolding the limit. With `ε` the smallest positive number that a floating-point format can hold, the theorem says that the format can represent none of the exact seeds from order `M` on. The order `M` may depend on both the angle and the threshold, and the theorem gives no formula for it.

```lean
/-- Strictly between the poles and off the equator, for any positive threshold all seeds from
some order on are positive but smaller than the threshold. -/
theorem sectoral_below_threshold {θ : ℝ} (h0 : 0 < θ) (hπ : θ < π) (hne : θ ≠ π / 2)
    {ε : ℝ} (hε : 0 < ε) : ∃ M : ℕ, ∀ m ≥ M, 0 < sectoral θ m ∧ sectoral θ m < ε := by
  obtain ⟨M, hM⟩ := eventually_atTop.1
    ((sectoral_decay h0 hπ hne).2.eventually (gt_mem_nhds hε))
  exact ⟨M, fun m hm => ⟨sectoral_pos h0 hπ m, hM m hm⟩⟩
```

## Divergence on the equator

At $\theta=\pi/2$ the conclusion is reversed: the seeds tend to infinity. The proof compares $p_m$ with $\sqrt{\sqrt{m+1}}$, which comes from the lower bound with $\sin\theta=1$.

```lean
/-- On the equator the seeds grow without bound. -/
theorem sectoral_equator : Tendsto (sectoral (π / 2)) atTop atTop := by
  have hlim : Tendsto (fun m : ℕ => Real.sqrt (Real.sqrt ((m : ℝ) + 1))) atTop atTop :=
    Real.tendsto_sqrt_atTop.comp (Real.tendsto_sqrt_atTop.comp
      (tendsto_atTop_add_const_right atTop 1 tendsto_natCast_atTop_atTop))
  refine tendsto_atTop_mono (fun m => ?_) hlim
  have hp : 0 < sectoral (π / 2) m :=
    sectoral_pos (by positivity) (by linarith [Real.pi_pos]) m
  have hb := (sectoral_sq_bounds (π / 2) m).1
  rw [Real.sin_pi_div_two, one_pow, mul_one] at hb
  exact Real.sqrt_le_iff.2 ⟨hp.le, hb⟩

end SectoralSeeds
```

```lean
#print axioms SectoralSeeds.sectoral_normalized
#print axioms SectoralSeeds.sectoral_below_threshold
#print axioms SectoralSeeds.sectoral_equator
```

```
'SectoralSeeds.sectoral_normalized' depends on axioms: [propext, Classical.choice, Quot.sound]
'SectoralSeeds.sectoral_below_threshold' depends on axioms: [propext, Classical.choice, Quot.sound]
'SectoralSeeds.sectoral_equator' depends on axioms: [propext, Classical.choice, Quot.sound]
```
